# Equal sharing of a charge among identical, non-interacting fragments minimises a positive definite quadratic energy

A simulation with fluctuating atomic charges can fix the total charge of each molecule separately, instead of fixing only the charge of the whole box. The separate constraints stop charge from flowing between molecules, however near or far apart they are. The result below shows what the minimisation would do without them in an idealised case: for identical molecules with no mutual interaction and a positive definite quadratic energy, it spreads any added charge evenly over all of them.

## Added charge on distant fragments

Take one fragment with a finite, nonempty set of sites, for instance its atoms. A density change is a real vector $\nu$ whose entry $\nu_i$ is the change in the electron population of site $i$. Its charge, counted here in added electrons, is

$$N(\nu)=\sum_i \nu_i .$$

Let $H$ be the hardness matrix, the second derivative of the energy with respect to the site populations. The second-order energy of the change is

$$E(\nu)=\tfrac12\langle \nu,H\nu\rangle .$$

If the reference state is already equilibrated, the first-order term is a chemical potential $\mu$ times $N(\nu)$. Over identical copies with fixed total charge $q$ it adds up to the constant $\mu q$, so it doesn't affect the minimisation and is left out.

The matrix $H$ is assumed to be positive definite. Physically, every nonzero redistribution or addition of charge costs energy at second order, so the energy is strictly convex in the populations.

Now take $m\ge 1$ copies, numbered $k=0,\dots,m-1$, with density changes $\nu_k$. They are so far apart that their interaction is neglected, and their energies add.

In electronic-structure terms, this is a second-order model, for non-interacting copies, of the delocalization error of convex approximate functionals. The exact energy of one electron added to infinitely separated identical fragments is the same whether the electron sits on one of them or is spread over all, whereas the convex model favours spreading.

## The least energy and its only minimiser

Let $\mathbf 1$ be the vector with all entries one. The local softness is $s=H^{-1}\mathbf 1$, the vector of row sums of $H^{-1}$, and the global softness $S$ is the sum of all entries of $H^{-1}$. For every real $q$, the least total energy at total charge $q$ is

$$\frac{q^2}{2mS},$$

and it is attained exactly when every copy carries

$$\nu_k=\frac{q}{mS}\,s .$$

For fragments with more than one site, equal sharing therefore means more than equal fragment charges $q/m$: within each fragment the charge must also be distributed over the sites in proportion to $s$. For one added unit of charge, $q=1$ and the minimum is $1/(2mS)$.

In Lean, the sites form a finite nonempty type `n`, a density change is a function `n → ℝ`, and the copies are indexed by `Fin m`. The definitions `charge`, `energy` and `totalEnergy` are $N$, $E$ and the sum of $E$ over the copies; `localSoftness`, `softness` and `equalShare` are $s$, $S$ and $(q/(mS))\,s$. The hypothesis `H.PosDef` includes the symmetry of $H$.

The main theorem, `equal_sharing_minimises`, has two parts. `IsLeast` says that $q^2/(2mS)$ is the energy of some allowed set of density changes and that no allowed set has a lower one. The second part says that an allowed set reaches this value if and only if each of its members is `equalShare H m q`.

Two further theorems describe the consequences. If all copies except one are unchanged, the energy is at least $m$ times that of equal sharing (`localized_energy_ge`). At fixed $q$, the energy of equal sharing tends to zero as $m$ grows (`tendsto_equalShare_energy`). Both statements concern the second-order energy alone: with the omitted constant $\mu q$ restored, the factor $m$ no longer holds in general, and the limit is $\mu q$.

The model allows fractional charges on every fragment and uses the same $H$ for each. It contains no interaction between fragments and no terms beyond second order. Positive definiteness is a hypothesis here; it is not derived from a particular density functional.

## Completing the square

Since $H$ is invertible, $Hs=\mathbf 1$: the density change $s$ produces the same unit potential on every site. Hence $s\neq 0$, and positive definiteness gives

$$S=\langle s,\mathbf 1\rangle=\langle s,Hs\rangle>0 .$$

For any real $c$, expand the energy of the deviation $\nu-cs$:

$$E(\nu-cs)=E(\nu)-\tfrac c2\big(\langle\nu,Hs\rangle+\langle s,H\nu\rangle\big)+\tfrac{c^2}{2}\langle s,Hs\rangle .$$

The first cross term is $\langle\nu,\mathbf 1\rangle=N(\nu)$. By symmetry of $H$, the second is $\langle Hs,\nu\rangle=N(\nu)$ as well. Rearranging,

$$E(\nu)=E(\nu-cs)+c\,N(\nu)-\tfrac{c^2}{2}S .$$

Set $c=q/(mS)$ and sum over the copies, using $\sum_k N(\nu_k)=q$. The terms without deviations give

$$cq-\frac{m c^2S}{2}=\frac{q^2}{mS}-\frac{q^2}{2mS}=\frac{q^2}{2mS},$$

so that

$$\sum_k E(\nu_k)=\frac{q^2}{2mS}+\sum_k E\!\left(\nu_k-\frac{q}{mS}s\right).$$

Every term of the last sum is nonnegative, and it vanishes only if its deviation is zero. The value $q^2/(2mS)$ is therefore a lower bound, reached only by equal sharing. Equal sharing is allowed, because each copy then has charge $(q/(mS))\,S=q/m$ and the total is $q$.

If only copy $k_0$ is changed, it carries the whole charge $q$. The one-fragment identity with $c=q/S$ gives

$$E(\nu_{k_0})=\frac{q^2}{2S}+E\!\left(\nu_{k_0}-\frac qS s\right)\ge\frac{q^2}{2S}=m\,\frac{q^2}{2mS}.$$

The limit follows from $q^2/(2mS)=\big(q^2/(2S)\big)/m\to0$.

## The Lean file

```lean
import Mathlib

open Matrix Filter Topology

namespace ChargeDelocalization

noncomputable section

variable {n : Type*} [Fintype n]

/-- The charge carried by a density change on the sites of one fragment. -/
def charge (ν : n → ℝ) : ℝ := ∑ i, ν i

/-- The second-order energy `⟨ν, H ν⟩ / 2` of a density change `ν` with hardness matrix `H`. -/
def energy (H : Matrix n n ℝ) (ν : n → ℝ) : ℝ := (ν ⬝ᵥ H *ᵥ ν) / 2

/-- The energy of `m` distant copies of a fragment, which do not interact with each other. -/
def totalEnergy (H : Matrix n n ℝ) {m : ℕ} (ν : Fin m → n → ℝ) : ℝ :=
  ∑ k, energy H (ν k)

/-- For a positive definite hardness matrix every nonzero density change costs energy. -/
theorem energy_pos {H : Matrix n n ℝ} (hH : H.PosDef) {ν : n → ℝ} (hν : ν ≠ 0) :
    0 < energy H ν := by
  have h := hH.dotProduct_mulVec_pos hν
  simp only [star_trivial] at h
  unfold energy
  linarith

/-- For a positive definite hardness matrix no density change lowers the energy. -/
theorem energy_nonneg {H : Matrix n n ℝ} (hH : H.PosDef) (ν : n → ℝ) :
    0 ≤ energy H ν := by
  by_cases hν : ν = 0
  · simp [hν, energy]
  · exact (energy_pos hH hν).le

variable [DecidableEq n]

/-- The local softness of an invertible hardness matrix: the row sums of its inverse. -/
def localSoftness (H : Matrix n n ℝ) : n → ℝ := fun i => ∑ j, H⁻¹ i j

/-- The global softness of an invertible hardness matrix: the sum of all entries of its
inverse. -/
def softness (H : Matrix n n ℝ) : ℝ := ∑ i, ∑ j, H⁻¹ i j

/-- The density change of each fragment when `m` copies share the charge `q` equally, for
`m ≥ 1` and an invertible hardness matrix of nonzero softness. -/
def equalShare (H : Matrix n n ℝ) (m : ℕ) (q : ℝ) : n → ℝ :=
  (q / (m * softness H)) • localSoftness H

/-- For a positive definite hardness matrix, a density change equal to the local softness
produces the same unit potential on every site. -/
theorem hardness_mulVec_localSoftness {H : Matrix n n ℝ} (hH : H.PosDef) :
    H *ᵥ localSoftness H = 1 := by
  have hu : IsUnit H.det := hH.det_pos.ne'.isUnit
  have h : localSoftness H = H⁻¹ *ᵥ 1 := by
    ext i
    simp [localSoftness, Matrix.mulVec, dotProduct]
  rw [h, Matrix.mulVec_mulVec, Matrix.mul_nonsing_inv _ hu, Matrix.one_mulVec]

/-- Completing the square on one fragment with positive definite hardness: the energy is that
of the deviation from `c` times the local softness, plus a part that depends on the charge
only. -/
theorem energy_split {H : Matrix n n ℝ} (hH : H.PosDef) (ν : n → ℝ) (c : ℝ) :
    energy H ν = energy H (ν - c • localSoftness H) + c * charge ν
      - c ^ 2 * softness H / 2 := by
  have hc : ∀ x : n → ℝ, x ⬝ᵥ 1 = charge x := fun x => by simp [charge, dotProduct]
  have hT : Hᵀ = H := by
    rw [← Matrix.conjTranspose_eq_transpose_of_trivial]
    exact hH.isHermitian.eq
  -- both cross terms equal the charge; `h1` uses the symmetry of the hardness matrix
  have h1 : ∀ x : n → ℝ, localSoftness H ⬝ᵥ H *ᵥ x = charge x := fun x => by
    rw [Matrix.dotProduct_mulVec, ← Matrix.mulVec_transpose, hT,
      hardness_mulVec_localSoftness hH, dotProduct_comm, hc]
  have h2 : ν ⬝ᵥ H *ᵥ localSoftness H = charge ν := by
    rw [hardness_mulVec_localSoftness hH, hc]
  have h3 : charge (localSoftness H) = softness H := rfl
  simp only [energy, Matrix.mulVec_sub, Matrix.mulVec_smul, sub_dotProduct, dotProduct_sub,
    smul_dotProduct, dotProduct_smul, smul_eq_mul, h1, h2, h3]
  ring

variable [Nonempty n]

/-- The global softness of a positive definite hardness matrix on a nonempty set of sites is
positive. -/
theorem softness_pos {H : Matrix n n ℝ} (hH : H.PosDef) : 0 < softness H := by
  have h1 := hardness_mulVec_localSoftness hH
  have hs : localSoftness H ≠ 0 := by
    intro h
    rw [h, Matrix.mulVec_zero] at h1
    obtain ⟨i⟩ := ‹Nonempty n›
    have h2 := congrFun h1 i
    simp at h2
  have hc : localSoftness H ⬝ᵥ 1 = softness H := by
    simp [softness, localSoftness, dotProduct]
  have h := energy_pos hH hs
  rw [energy, h1, hc] at h
  linarith

/-- For `m ≥ 1` copies with positive definite hardness and total charge `q`, the energy is
`q² / (2 m S)` plus the energies of the deviations from equal sharing. -/
theorem totalEnergy_eq {H : Matrix n n ℝ} (hH : H.PosDef) {m : ℕ} (hm : 0 < m) {q : ℝ}
    {ν : Fin m → n → ℝ} (hν : ∑ k, charge (ν k) = q) :
    totalEnergy H ν = q ^ 2 / (2 * m * softness H)
      + ∑ k, energy H (ν k - equalShare H m q) := by
  have hS : softness H ≠ 0 := (softness_pos hH).ne'
  have hm' : (m : ℝ) ≠ 0 := by exact_mod_cast hm.ne'
  have hsum : totalEnergy H ν = ∑ k, (energy H (ν k - equalShare H m q)
      + q / (m * softness H) * charge (ν k)
      - (q / (m * softness H)) ^ 2 * softness H / 2) :=
    Finset.sum_congr rfl fun k _ => energy_split hH (ν k) _
  rw [hsum, Finset.sum_sub_distrib, Finset.sum_add_distrib, ← Finset.mul_sum, hν]
  simp only [Finset.sum_const, Finset.card_univ, Fintype.card_fin, nsmul_eq_mul]
  have key : q / (m * softness H) * q
      - m * ((q / (m * softness H)) ^ 2 * softness H / 2)
      = q ^ 2 / (2 * m * softness H) := by
    field_simp
    ring
  linarith

/-- Among all ways to put the charge `q` on `m ≥ 1` distant copies of a fragment with at least one
site and positive definite hardness, the least energy is `q² / (2 m S)`, with `S` the global
softness, and it is attained only by equal sharing. -/
theorem equal_sharing_minimises {H : Matrix n n ℝ} (hH : H.PosDef) {m : ℕ} (hm : 0 < m)
    (q : ℝ) :
    IsLeast {E | ∃ ν : Fin m → n → ℝ, ∑ k, charge (ν k) = q ∧ totalEnergy H ν = E}
      (q ^ 2 / (2 * m * softness H)) ∧
    ∀ ν : Fin m → n → ℝ, ∑ k, charge (ν k) = q →
      (totalEnergy H ν = q ^ 2 / (2 * m * softness H) ↔ ∀ k, ν k = equalShare H m q) := by
  have hS : softness H ≠ 0 := (softness_pos hH).ne'
  have hm' : (m : ℝ) ≠ 0 := by exact_mod_cast hm.ne'
  -- equal sharing carries the right total charge
  have hq : ∑ _k : Fin m, charge (equalShare H m q) = q := by
    have h : charge (equalShare H m q) = q / (m * softness H) * softness H := by
      simp only [charge, equalShare, Pi.smul_apply, smul_eq_mul, ← Finset.mul_sum]
      rfl
    simp only [Finset.sum_const, Finset.card_univ, Fintype.card_fin, nsmul_eq_mul]
    rw [h]
    field_simp
  have huniq : ∀ ν : Fin m → n → ℝ, ∑ k, charge (ν k) = q →
      (totalEnergy H ν = q ^ 2 / (2 * m * softness H) ↔
        ∀ k, ν k = equalShare H m q) := by
    intro ν hν
    rw [totalEnergy_eq hH hm hν]
    constructor
    · intro h k
      have h0 : ∑ k, energy H (ν k - equalShare H m q) = 0 := by linarith
      have hk := (Finset.sum_eq_zero_iff_of_nonneg
        (fun k _ => energy_nonneg hH (ν k - equalShare H m q))).mp h0 k (Finset.mem_univ k)
      by_contra hne
      exact (energy_pos hH (sub_ne_zero.mpr hne)).ne' hk
    · intro h
      have h0 : ∑ k, energy H (ν k - equalShare H m q) = 0 :=
        Finset.sum_eq_zero fun k _ => by
          rw [h k, sub_self]
          simp [energy]
      rw [h0, add_zero]
  refine ⟨⟨⟨fun _ => equalShare H m q, hq, (huniq _ hq).mpr fun _ => rfl⟩, ?_⟩, huniq⟩
  rintro E ⟨ν, hν, rfl⟩
  rw [totalEnergy_eq hH hm hν]
  have h := Finset.sum_nonneg fun k (_ : k ∈ Finset.univ) =>
    energy_nonneg hH (ν k - equalShare H m q)
  linarith

/-- The energy of `m ≥ 1` copies with positive definite hardness that share the charge `q`
equally is `q² / (2 S)` divided by `m`. -/
theorem totalEnergy_equalShare {H : Matrix n n ℝ} (hH : H.PosDef) {m : ℕ} (hm : 0 < m)
    (q : ℝ) :
    totalEnergy H (fun _ : Fin m => equalShare H m q) = q ^ 2 / (2 * softness H) / m := by
  obtain ⟨⟨⟨ν, hν, hE⟩, _⟩, huniq⟩ := equal_sharing_minimises hH hm q
  have h : ν = fun _ => equalShare H m q := funext ((huniq ν hν).mp hE)
  rw [← h, hE, div_div]
  congr 1
  ring

/-- With positive definite hardness, keeping the whole charge on one of `m` copies costs at
least `m` times the energy of equal sharing. -/
theorem localized_energy_ge {H : Matrix n n ℝ} (hH : H.PosDef) {m : ℕ} {q : ℝ}
    {ν : Fin m → n → ℝ} (hν : ∑ k, charge (ν k) = q) (k₀ : Fin m)
    (hloc : ∀ k, k ≠ k₀ → ν k = 0) :
    m * totalEnergy H (fun _ : Fin m => equalShare H m q) ≤ totalEnergy H ν := by
  have hm : 0 < m := Nat.lt_of_le_of_lt (Nat.zero_le _) k₀.isLt
  have hS : softness H ≠ 0 := (softness_pos hH).ne'
  have hm' : (m : ℝ) ≠ 0 := by exact_mod_cast hm.ne'
  -- only the charged fragment contributes to the charge and to the energy
  have hsum : ∑ k, charge (ν k) = charge (ν k₀) :=
    Finset.sum_eq_single k₀ (fun k _ hk => by simp [hloc k hk, charge])
      (fun h => absurd (Finset.mem_univ k₀) h)
  have hq : charge (ν k₀) = q := hsum.symm.trans hν
  have hE : totalEnergy H ν = energy H (ν k₀) :=
    Finset.sum_eq_single k₀ (fun k _ hk => by simp [hloc k hk, energy])
      (fun h => absurd (Finset.mem_univ k₀) h)
  have hsplit := energy_split hH (ν k₀) (q / softness H)
  have hpos := energy_nonneg hH (ν k₀ - (q / softness H) • localSoftness H)
  have key : q / softness H * q - (q / softness H) ^ 2 * softness H / 2
      = q ^ 2 / (2 * softness H) := by
    field_simp
    ring
  rw [totalEnergy_equalShare hH hm, mul_div_cancel₀ _ hm', hE]
  rw [hq] at hsplit
  linarith

/-- With positive definite hardness, the energy of a fixed charge shared equally over `m`
copies tends to zero as `m` grows. -/
theorem tendsto_equalShare_energy {H : Matrix n n ℝ} (hH : H.PosDef) (q : ℝ) :
    Tendsto (fun m : ℕ => totalEnergy H (fun _ : Fin m => equalShare H m q))
      atTop (𝓝 0) := by
  refine (tendsto_const_div_atTop_nhds_zero_nat (q ^ 2 / (2 * softness H))).congr' ?_
  filter_upwards [eventually_gt_atTop 0] with m hm
  exact (totalEnergy_equalShare hH hm q).symm

end

end ChargeDelocalization
```

```lean
#print axioms ChargeDelocalization.equal_sharing_minimises
#print axioms ChargeDelocalization.localized_energy_ge
#print axioms ChargeDelocalization.tendsto_equalShare_energy
```

```
'ChargeDelocalization.equal_sharing_minimises' depends on axioms: [propext, Classical.choice, Quot.sound]
'ChargeDelocalization.localized_energy_ge' depends on axioms: [propext, Classical.choice, Quot.sound]
'ChargeDelocalization.tendsto_equalShare_energy' depends on axioms: [propext, Classical.choice, Quot.sound]
```

## From one fragment to the sum over copies

The lemmas `energy_pos` and `energy_nonneg` turn positive definiteness into statements about $E$. The first halves the positive quadratic form; the second treats $\nu=0$ separately.

`hardness_mulVec_localSoftness` proves $Hs=\mathbf 1$. A positive definite matrix has positive determinant, so it is invertible. The proof rewrites the row sums as `H⁻¹ *ᵥ 1` and cancels $H$ against its inverse.

`energy_split` is the completed square. Its local statements `h1` and `h2` evaluate the two cross terms, and `h1` is where the symmetry `hT` enters. The statement `h3` identifies the charge of $s$ with $S$. After `simp only` has expanded the quadratic form, `ring` collects the coefficients.

`softness_pos` follows the argument for $S>0$. If $s$ were zero, $Hs=\mathbf 1$ would read $0=1$ at some site, and the nonempty site set supplies one. The energy of $s$ is $S/2$, so `energy_pos` finishes the proof.

`totalEnergy_eq` applies `energy_split` to each copy and separates the sum into its three parts. The equation `key` is the cancellation that leaves $q^2/(2mS)$; `field_simp` clears the denominators, which are nonzero because $m\ge1$ and $S>0$.

In `equal_sharing_minimises`, `hq` checks the total charge of equal sharing, and `huniq` proves the equivalence for the minimiser. If the energy equals the bound, the deviation energies sum to zero. `Finset.sum_eq_zero_iff_of_nonneg` then makes each of them zero, and a nonzero deviation would contradict `energy_pos`. For the lower bound, `Finset.sum_nonneg` shows that the deviations add no negative energy.

`totalEnergy_equalShare` obtains its value from the main theorem: it takes the minimiser that `IsLeast` provides and identifies it by uniqueness. In `localized_energy_ge`, `Finset.sum_eq_single` reduces both the charge and the energy to copy `k₀`, and `energy_split` with $c=q/S$ gives the bound. The existence of `k₀` already ensures $m\ge1$.

Finally, `tendsto_equalShare_energy` compares the energy with a constant divided by $m$. The two agree for all $m>0$, which is enough for the limit.
